# On a finite-dimensional space, a state with Jz = m puts its energy level at degeneracy 2|m| + 1 or more if H commutes with J+ and J−

Let J+, J− and Jz be angular momentum operators in units of ħ, and let the Hamiltonian H commute with J+ and J−. Take a nonzero state v with Hv = Ev and Jz v = ½v, and suppose that J+ v = 0. Then

J+ J− v = J− J+ v + 2 Jz v = v,

so J− v is not zero. It has Jz = −½ and the same energy E, so one state has forced a second.

In general, I expect a single state with energy E and Jz = m to force at least 2|m| + 1 independent states at that energy, even if I know nothing about its total angular momentum. Can this be made rigorous on a finite-dimensional space, from the commutators alone, and checked by machine?

## Climbing to the top of the ladder and counting down

Yes. The relations needed are

[Jz, J+] = J+, [Jz, J−] = −J−, [J+, J−] = 2 Jz.

Let W be the E-eigenspace of H. If A commutes with H and u lies in W, then H(Au) = A(Hu) = E(Au), so Au lies in W. Both ladder operators therefore keep W invariant.

**Going up.** Since Jz J+ = J+ Jz + J+, induction on k gives

Jz J+^k v = (m + k) J+^k v.

The nonzero vectors among these have different eigenvalues, so they are independent, and W has room for only finitely many. Hence there is a p ≥ 0 with J+^p v ≠ 0 and J+^(p+1) v = 0. Put w = J+^p v and j = m + p, so that Jz w = jw and J+ w = 0.

**Going down.** In the same way, Jz J−^k w = (j − k) J−^k w. The claim is that

J+ J−^(k+1) w = (k + 1)(2j − k) J−^k w.

For k = 0 this reads J+ J− w = 2 Jz w = 2jw. If it holds for k, then moving J+ past one J− gives

J+ J−^(k+2) w = J− J+ J−^(k+1) w + 2 Jz J−^(k+1) w
= [(k + 1)(2j − k) + 2(j − k − 1)] J−^(k+1) w
= (k + 2)(2j − k − 1) J−^(k+1) w,

which is the claim for k + 1.

The descending string also ends, say with J−^q w ≠ 0 and J−^(q+1) w = 0. Setting k = q gives

0 = (q + 1)(2j − q) J−^q w,

so 2j = q. The q + 1 vectors w, J− w, …, J−^q w are independent and lie in W, so

dim W ≥ q + 1 = 2(m + p) + 1 ≥ 2m + 1.

**Negative m.** The triple J−, J+, −Jz obeys the same relations, and v has eigenvalue −m for −Jz. The same argument gives dim W ≥ −2m + 1. Together the two bounds give 2|m| + 1.

Here is the complete Lean file.

```lean
import Mathlib

open Module

namespace LadderDegeneracy

noncomputable section

variable {V : Type*} [AddCommGroup V] [Module ℂ V]

/-- The angular momentum ladder relations, in units of the reduced Planck constant. -/
structure Ladder (Jp Jm Jz : End ℂ V) : Prop where
  z_plus : Jz * Jp - Jp * Jz = Jp
  z_minus : Jz * Jm - Jm * Jz = -Jm
  plus_minus : Jp * Jm - Jm * Jp = (2 : ℂ) • Jz

variable {Jp Jm Jz H : End ℂ V} {v : V} {μ : ℂ}

/-- Exchanging the raising and lowering operators and reversing the sign of `Jz`
preserves the ladder relations. -/
theorem Ladder.swap (L : Ladder Jp Jm Jz) : Ladder Jm Jp (-Jz) where
  z_plus := by
    calc (-Jz) * Jm - Jm * (-Jz) = -(Jz * Jm - Jm * Jz) := by noncomm_ring
      _ = Jm := by rw [L.z_minus, neg_neg]
  z_minus := by
    calc (-Jz) * Jp - Jp * (-Jz) = -(Jz * Jp - Jp * Jz) := by noncomm_ring
      _ = -Jp := by rw [L.z_plus]
  plus_minus := by rw [smul_neg, ← L.plus_minus, neg_sub]

/-- Raising a state of weight `μ` in `k` steps gives a vector obeying the `Jz` eigenvalue
equation with `μ + k`. -/
theorem Ladder.raise_weight (L : Ladder Jp Jm Jz) (hz : Jz v = μ • v) (k : ℕ) :
    Jz ((Jp ^ k) v) = (μ + (k : ℂ)) • (Jp ^ k) v := by
  have hc : ∀ u, Jz (Jp u) = Jp (Jz u) + Jp u := fun u =>
    sub_eq_iff_eq_add'.mp (LinearMap.congr_fun L.z_plus u)
  induction k with
  | zero => simpa using hz
  | succ k ih =>
    rw [pow_succ', Module.End.mul_apply, hc, ih, map_smul]
    push_cast
    module

/-- If `J+` annihilates a state `v` of weight `μ`, then raising the state lowered `k + 1` times
returns the state lowered `k` times, with the factor `(k + 1)(2μ - k)`. -/
theorem Ladder.raise_lowered (L : Ladder Jp Jm Jz) (hz : Jz v = μ • v) (htop : Jp v = 0)
    (k : ℕ) :
    Jp ((Jm ^ (k + 1)) v) = (((k : ℂ) + 1) * (2 * μ - k)) • (Jm ^ k) v := by
  have hc : ∀ u, Jp (Jm u) = Jm (Jp u) + (2 : ℂ) • Jz u := fun u =>
    sub_eq_iff_eq_add'.mp (LinearMap.congr_fun L.plus_minus u)
  have hlow : ∀ n : ℕ, Jz ((Jm ^ n) v) = (μ - (n : ℂ)) • (Jm ^ n) v := by
    intro n
    have h := L.swap.raise_weight (v := v) (μ := -μ) (by simp [hz]) n
    rw [LinearMap.neg_apply] at h
    have h2 : Jz ((Jm ^ n) v) = -(-(Jz ((Jm ^ n) v))) := (neg_neg _).symm
    rw [h2, h]
    module
  induction k with
  | zero =>
    simp only [zero_add, pow_one, pow_zero, Module.End.one_apply]
    rw [hc, htop, hz, map_zero]
    push_cast
    module
  | succ k ih =>
    -- move the raising operator past one lowering operator
    rw [pow_succ' Jm (k + 1), Module.End.mul_apply, hc, ih, hlow, map_smul,
      ← Module.End.mul_apply, ← pow_succ']
    push_cast
    module

variable [FiniteDimensional ℂ V]

/-- In a subspace invariant under `J+`, the string of states raised from a nonzero state of
definite weight ends, and its length is at most the dimension of the subspace. -/
theorem Ladder.string_ends (L : Ladder Jp Jm Jz) (W : Submodule ℂ V)
    (hW : ∀ u ∈ W, Jp u ∈ W) (hvW : v ∈ W) (hv : v ≠ 0) (hz : Jz v = μ • v) :
    ∃ p : ℕ, (Jp ^ p) v ≠ 0 ∧ (Jp ^ (p + 1)) v = 0 ∧ (Jp ^ p) v ∈ W ∧
      p + 1 ≤ finrank ℂ W := by
  classical
  have hmem : ∀ k : ℕ, (Jp ^ k) v ∈ W := by
    intro k
    induction k with
    | zero => simpa using hvW
    | succ k ih =>
      rw [pow_succ', Module.End.mul_apply]
      exact hW _ ih
  -- nonzero members have different weights, hence are independent
  have hcard : ∀ N : ℕ, (∀ k < N, (Jp ^ k) v ≠ 0) → N ≤ finrank ℂ W := by
    intro N hne
    have hli : LinearIndependent ℂ
        (fun k : Fin N => (⟨(Jp ^ (k : ℕ)) v, hmem k⟩ : W)) := by
      apply LinearIndependent.of_comp W.subtype
      apply Module.End.eigenvectors_linearIndependent' Jz
        (fun k : Fin N => μ + ((k : ℕ) : ℂ))
      · intro a b h
        have h' : ((a : ℕ) : ℂ) = ((b : ℕ) : ℂ) := add_left_cancel h
        exact Fin.ext (Nat.cast_injective h')
      · intro k
        exact ⟨Module.End.mem_eigenspace_iff.mpr (L.raise_weight hz k), hne k k.isLt⟩
    simpa using hli.fintype_card_le_finrank
  have hex : ∃ N : ℕ, (Jp ^ N) v = 0 := by
    by_contra h
    have := hcard (finrank ℂ W + 1) (fun k _ hk => h ⟨k, hk⟩)
    omega
  have hspec := Nat.find_spec hex
  have hmin : ∀ k < Nat.find hex, (Jp ^ k) v ≠ 0 := fun k hk => Nat.find_min hex hk
  generalize Nat.find hex = N at hspec hmin
  cases N with
  | zero => exact absurd (by simpa using hspec) hv
  | succ p => exact ⟨p, hmin p (Nat.lt_succ_self p), hspec, hmem p, hcard _ hmin⟩

/-- For a nonzero state of weight `μ` in a subspace invariant under `J+` and `J-`, some raised
weight `μ + p` is half a natural number `q`, and the subspace has dimension at least `q + 1`. -/
theorem Ladder.top_weight (L : Ladder Jp Jm Jz) (W : Submodule ℂ V)
    (hp : ∀ u ∈ W, Jp u ∈ W) (hm : ∀ u ∈ W, Jm u ∈ W)
    (hvW : v ∈ W) (hv : v ≠ 0) (hz : Jz v = μ • v) :
    ∃ p q : ℕ, 2 * (μ + (p : ℂ)) = (q : ℂ) ∧ q + 1 ≤ finrank ℂ W := by
  -- climb to the top, then descend until the string ends
  obtain ⟨p, hne, h0, hwW, -⟩ := L.string_ends W hp hvW hv hz
  have hw := L.raise_weight hz p
  rw [pow_succ', Module.End.mul_apply] at h0
  obtain ⟨q, hqne, hq0, -, hq⟩ := L.swap.string_ends W hm hwW hne
    (μ := -(μ + (p : ℂ))) (by rw [LinearMap.neg_apply, hw, neg_smul])
  have h := L.raise_lowered hw h0 q
  rw [hq0, map_zero] at h
  have h1 := (smul_eq_zero.mp h.symm).resolve_right hqne
  have h2 := (mul_eq_zero.mp h1).resolve_left (Nat.cast_add_one_ne_zero q)
  exact ⟨p, q, sub_eq_zero.mp h2, hq⟩

/-- Every eigenvalue of `Jz` on a finite-dimensional space is half an integer. -/
theorem Ladder.weight_half_integer (L : Ladder Jp Jm Jz) (hv : v ≠ 0) (hz : Jz v = μ • v) :
    ∃ n : ℤ, μ = (n : ℂ) / 2 := by
  obtain ⟨p, q, h, -⟩ := L.top_weight ⊤ (fun _ _ => Submodule.mem_top)
    (fun _ _ => Submodule.mem_top) Submodule.mem_top hv hz
  refine ⟨(q : ℤ) - 2 * (p : ℤ), ?_⟩
  push_cast
  linear_combination h / 2

/-- If `H` commutes with `J+` and `J-`, one nonzero state of energy `E` and magnetic quantum
number `m` forces the level `E` to have degeneracy at least `2|m| + 1`. -/
theorem degeneracy_bound (L : Ladder Jp Jm Jz) (hHp : Commute H Jp) (hHm : Commute H Jm)
    {E : ℂ} {m : ℝ} (hv : v ≠ 0) (hE : H v = E • v) (hz : Jz v = (m : ℂ) • v) :
    2 * |m| + 1 ≤ (finrank ℂ (End.eigenspace H E) : ℝ) := by
  -- operators commuting with H preserve the level
  have inv : ∀ A : End ℂ V, Commute H A →
      ∀ u ∈ End.eigenspace H E, A u ∈ End.eigenspace H E := by
    intro A hA u hu
    rw [Module.End.mem_eigenspace_iff] at hu ⊢
    have h : H (A u) = A (H u) := LinearMap.congr_fun hA.eq u
    rw [h, hu, map_smul]
  have hvW : v ∈ End.eigenspace H E := Module.End.mem_eigenspace_iff.mpr hE
  -- a one-sided bound, used for m and for -m
  have key : ∀ (A B C : End ℂ V) (x : ℝ), Ladder A B C → Commute H A → Commute H B →
      C v = (x : ℂ) • v → 2 * x + 1 ≤ (finrank ℂ (End.eigenspace H E) : ℝ) := by
    intro A B C x hL hA hB hx
    obtain ⟨p, q, h, hq⟩ := hL.top_weight _ (inv A hA) (inv B hB) hvW hv hx
    have h' : 2 * (x + (p : ℝ)) = (q : ℝ) := by exact_mod_cast h
    have hq' : (q : ℝ) + 1 ≤ (finrank ℂ (End.eigenspace H E) : ℝ) := by exact_mod_cast hq
    have hp : (0 : ℝ) ≤ (p : ℝ) := Nat.cast_nonneg p
    linarith
  have h1 := key Jp Jm Jz m L hHp hHm hz
  have h2 := key Jm Jp (-Jz) (-m) L.swap hHm hHp (by simp [hz])
  rcases abs_cases m with ⟨h, -⟩ | ⟨h, -⟩ <;> rw [h] <;> assumption

/-- The raising operator on a spin doublet together with a singlet. -/
def spinPlus : End ℂ (Fin 3 → ℂ) := Matrix.toLin' !![0, 1, 0; 0, 0, 0; 0, 0, 0]

/-- The lowering operator on a spin doublet together with a singlet. -/
def spinMinus : End ℂ (Fin 3 → ℂ) := Matrix.toLin' !![0, 0, 0; 1, 0, 0; 0, 0, 0]

/-- The spin projection on a spin doublet together with a singlet. -/
def spinZ : End ℂ (Fin 3 → ℂ) := Matrix.toLin' !![1/2, 0, 0; 0, -1/2, 0; 0, 0, 0]

/-- A Hamiltonian with energy one on the doublet and zero on the singlet. -/
def levelH : End ℂ (Fin 3 → ℂ) := Matrix.toLin' !![1, 0, 0; 0, 1, 0; 0, 0, 0]

/-- The doublet-singlet model obeys the ladder relations, its Hamiltonian commutes with both
ladder operators, and its first basis state has energy one and spin projection one half. -/
theorem degeneracy_bound_witness :
    Ladder spinPlus spinMinus spinZ ∧ Commute levelH spinPlus ∧ Commute levelH spinMinus ∧
      (![1, 0, 0] : Fin 3 → ℂ) ≠ 0 ∧ levelH ![1, 0, 0] = (1 : ℂ) • ![1, 0, 0] ∧
      spinZ ![1, 0, 0] = ((1 / 2 : ℝ) : ℂ) • ![1, 0, 0] := by
  refine ⟨⟨?_, ?_, ?_⟩, ?_, ?_, ?_, ?_, ?_⟩
  case refine_6 => exact fun h => by simpa using congrFun h 0
  case refine_4 | refine_5 =>
    refine LinearMap.ext fun u => funext fun i => ?_
    fin_cases i <;> simp [levelH, spinPlus, spinMinus, Matrix.mulVec, dotProduct,
      Fin.sum_univ_succ]
  case refine_7 | refine_8 =>
    funext i
    fin_cases i <;> simp [levelH, spinZ, Matrix.mulVec, dotProduct, Fin.sum_univ_succ]
  all_goals
    refine LinearMap.ext fun u => funext fun i => ?_
    fin_cases i <;> simp [spinPlus, spinMinus, spinZ, Matrix.mulVec, dotProduct,
      Fin.sum_univ_succ]
    all_goals ring

/-- In the doublet-singlet model the level of energy one has degeneracy exactly two, which
is `2|m| + 1` for `m = 1/2`. -/
theorem degeneracy_bound_sharp :
    (finrank ℂ (End.eigenspace levelH 1) : ℝ) = 2 * |(1 / 2 : ℝ)| + 1 := by
  obtain ⟨L, hp, hm, hv, hE, hz⟩ := degeneracy_bound_witness
  have hlow := degeneracy_bound L hp hm hv hE hz
  -- the singlet lies outside the level
  have hne : End.eigenspace levelH 1 ≠ ⊤ := by
    intro h
    have hs : (![0, 0, 1] : Fin 3 → ℂ) ∈ End.eigenspace levelH 1 := by
      rw [h]; exact Submodule.mem_top
    have h2 := congrFun (Module.End.mem_eigenspace_iff.mp hs) 2
    simp [levelH, Matrix.mulVec, dotProduct, Fin.sum_univ_succ] at h2
  have hlt : finrank ℂ (End.eigenspace levelH 1) < finrank ℂ (Fin 3 → ℂ) :=
    Submodule.finrank_lt hne
  rw [Module.finrank_fin_fun] at hlt
  have hup : (finrank ℂ (End.eigenspace levelH 1) : ℝ) ≤ 2 := by
    exact_mod_cast Nat.le_of_lt_succ hlt
  have habs : |(1 / 2 : ℝ)| = 1 / 2 := abs_of_pos (by norm_num)
  rw [habs] at hlow ⊢
  linarith

end

end LadderDegeneracy
```

```lean
#print axioms LadderDegeneracy.Ladder.weight_half_integer
#print axioms LadderDegeneracy.degeneracy_bound
#print axioms LadderDegeneracy.degeneracy_bound_sharp
```

```
'LadderDegeneracy.Ladder.weight_half_integer' depends on axioms: [propext, Classical.choice, Quot.sound]
'LadderDegeneracy.degeneracy_bound' depends on axioms: [propext, Classical.choice, Quot.sound]
'LadderDegeneracy.degeneracy_bound_sharp' depends on axioms: [propext, Classical.choice, Quot.sound]
```

## Operators, levels and weights in Lean

The state space `V` is a finite-dimensional complex vector space, and operators are elements of `End ℂ V`. The structure `Ladder Jp Jm Jz` holds the three commutators, with the convention J± = Jx ± iJy. A vector v has weight μ if Jz v = μv. `Commute H Jp` and `Commute H Jm` express the symmetry of H under the rotations that these operators generate; this symmetry is assumed, not derived from a particular Hamiltonian.

In `degeneracy_bound`, the level is `End.eigenspace H E` and its degeneracy is the dimension `finrank`. The hypotheses on `v` are that it is nonzero and an eigenvector of both `H` and `Jz`. The real number `m` enters the eigenvalue equation as a complex number, and the conclusion compares real numbers.

No inner product appears. H need not be Hermitian, E may be complex, and J− need not be the adjoint of J+. If it is the adjoint, the factor (k + 1)(2j − k) is, for k ≤ 2j, the squared norm of J− acting on the normalised multiple of J−^k w, which gives the usual matrix element √((k + 1)(2j − k)).

Taking `m` real loses nothing: `Ladder.weight_half_integer` shows that every eigenvalue of Jz, a priori complex, is half an integer. This follows from 2(μ + p) = q, where μ is the eigenvalue.

Take a spin-independent many-electron Hamiltonian in the space of all determinants built from a finite set of spatial orbitals, each used with both spins. There the bound says that an eigenvector with spin projection 1 belongs to a level with at least three independent states.

## How the Lean proof follows the ladder

`Ladder.swap` is the exchange used for negative m. `Ladder.raise_weight` and `Ladder.raise_lowered` are the two inductions; in each, `hc` moves one operator past another and `module` compares the scalar factors.

`Ladder.string_ends` takes the smallest N with J+^N v = 0. Because v ≠ 0, N has the form p + 1. The independence of eigenvectors with different eigenvalues, applied inside `W`, bounds the length of the string by the dimension.

`Ladder.top_weight` climbs with `string_ends`, descends with the same lemma applied to the swapped triple, and reads off 2(μ + p) = q from `raise_lowered`. In `degeneracy_bound`, `inv` is the invariance of the level and `key` is the one-sided bound, applied once to m and once to −m. A case split on the sign of m finishes the proof.

The last definitions put a doublet and a singlet on ℂ³, with energy 1 on the doublet and 0 on the singlet. `degeneracy_bound_witness` checks all the hypotheses component by component for the first basis vector, with m = ½. `degeneracy_bound_sharp` shows that the level E = 1 has dimension exactly 2: the general bound gives at least 2, and the singlet lies outside the level, so the dimension is below 3. The bound is thus attained for m = ½. It need not be attained for every state: the m = 0 member of a triplet guarantees only one state by this count, though its level contains at least three.
